# Orbital screening coefficients are at least 1/(1+b) when the density response is bounded by b times the inverse kernel

## A small coefficient with nothing to compare it to

A Koopmans-compliant functional adds to each orbital a self-interaction correction, scaled by a screening coefficient \(\alpha\). If \(\alpha\) comes out too small, part of the correction is lost. Without a lower bound, a computed value of 0.05 could mean strong screening or a faulty response calculation, and the number alone does not say which.

For static linear response in a finite basis, with a positive definite interaction kernel and the sign of the response assumed below, a bound on the response supplies the missing floor. Together with \(\alpha\le 1\), it gives an interval in which a correctly computed coefficient must lie.

## Kernel, response and screened interaction

Expand densities in a finite, real, orthonormal basis.

- \(K\) is the bare interaction kernel, assumed positive definite. The Hartree kernel has this property for spin-summed densities, provided that the constant density is left out of the basis in a periodic cell where the average potential is set to zero. Koopmans calculations usually take for \(K\) the Hartree kernel plus the exchange-correlation kernel of an approximate functional, and this sum may fail to be positive definite. With separate spin densities it usually does fail: for equal and opposite changes of the two, the Hartree part vanishes and the exchange-correlation part is usually negative. The bounds below are then not guaranteed, so positivity has to be checked first.
- \(X=-\chi_0\) is minus the independent-particle density response, assumed positive semidefinite. Note the sign relative to the textbook \(\chi_0\).
- \(n\) is the density of an orbital.

The screened interaction is \(W=(K^{-1}+X)^{-1}\). Multiplying \((K^{-1}+X)W=1\) by \(K\) gives the Dyson equation \(W=K-KXW\). The screening coefficient is
\[
\alpha=\frac{n\cdot Wn}{n\cdot Kn}.
\]

The constant \(b\) measures the strength of the response: \(bK^{-1}-X\) is required to be positive semidefinite. Physically, \(1+b\) is an upper limit on the eigenvalues of the dielectric matrix \(1+KX\). If \(b\) is computed from the same \(X\) as \(\alpha\), the floor tests only the steps after \(X\): an error that leaves \(X\) positive semidefinite goes unnoticed.

## What the theorems state

`bare_div_le_screened` says that under these three positivity conditions
\[
n\cdot Wn\ \ge\ \frac{n\cdot Kn}{1+b}\qquad\text{for every real vector } n .
\]
`screeningCoeff_bound_iff` adds that, for \(b\ge0\), the bound \(\alpha\ge 1/(1+b)\) holds for all nonzero \(n\) exactly when \(bK^{-1}-X\) is positive semidefinite.

In Lean, `ι` labels the basis functions, `K` and `X` are real matrices, `⬝ᵥ` is the dot product and `*ᵥ` applies a matrix to a vector. `PosDef` and `PosSemidef` include symmetry. `screened K X` is \(W\), and `screeningCoeff K X n` is \(\alpha\).

The vector `n` is arbitrary: it need not be non-negative or integrate to one. The lower bound therefore applies to true orbital densities, but the converse needs the bound on all nonzero vectors, not only on those densities.

The step left to the user is the passage from the finite basis to the continuum, since inverting truncated matrices is not in general the same as truncating the exact \(W\). The theorems constrain \(\alpha\); they say nothing about whether the corrected energy is piecewise linear in the occupation.

## Derivation from one completed square

Let \(A\) be positive definite and \(z=A^{-1}n\). For any \(y\),
\[
0\le (y-z)\cdot A(y-z)=y\cdot Ay-2\,n\cdot y+n\cdot A^{-1}n ,
\]
so \(2\,n\cdot y-y\cdot Ay\le n\cdot A^{-1}n\).

Now let \(B\) be positive definite, \(c>0\), and \(y\cdot Ay\le c\,y\cdot By\) for all \(y\). Choose \(y=B^{-1}n/c\) and write \(s=n\cdot B^{-1}n\). Then \(n\cdot y=s/c\) and \(y\cdot Ay\le c\,y\cdot By=s/c\), hence \(s/c\le n\cdot A^{-1}n\), that is,
\[
n\cdot B^{-1}n\le c\,n\cdot A^{-1}n .
\]

Three choices give the results.

- **Lower bound.** Take \(A=K^{-1}+X\), \(B=K^{-1}\), \(c=1+b\). The hypothesis on \(b\) gives \(y\cdot Ay\le(1+b)\,y\cdot By\), so \(n\cdot Kn\le(1+b)\,n\cdot Wn\). For \(n\ne0\), the inequalities \(0\le n\cdot Xn\le b\,n\cdot K^{-1}n\) force \(b\ge0\), so \(c>0\). For \(n=0\) both sides vanish.
- **Upper bound.** Take \(A=K^{-1}\), \(B=K^{-1}+X\), \(c=1\). Then \(n\cdot Wn\le n\cdot Kn\), so \(\alpha\le1\) for \(n\neq 0\).
- **Converse.** Take \(A=K\), \(B=W\), \(c=1+b\). The bound on \(\alpha\) gives \(n\cdot(K^{-1}+X)n\le(1+b)\,n\cdot K^{-1}n\), so \(n\cdot Xn\le b\,n\cdot K^{-1}n\).

If \(n\neq0\) and \(XKn=bn\), then \((K^{-1}+X)Kn=(1+b)n\). Applying \(W\) gives \(Kn=(1+b)Wn\), and the dot product with \(n\) gives \((1+b)\alpha=1\). When this \(b\) also satisfies the hypothesis of the lower bound, the vector \(n\) attains the bound; such a vector need not be the density of an orbital.

## Two basis functions with b = 3

Take \(K=\mathrm{diag}(2,1)\), \(X=\mathrm{diag}(1,3)\) and \(b=3\). Then \(bK^{-1}-X=\mathrm{diag}(\tfrac12,0)\) is positive semidefinite, and \(W=\mathrm{diag}(\tfrac23,\tfrac14)\). The floor is \(\tfrac14\).

| \(n\) | \(n\cdot Wn\) | \(n\cdot Kn\) | \(\alpha\) |
|---|---|---|---|
| \((1,0)\) | \(2/3\) | \(2\) | \(1/3\) |
| \((1,1)\) | \(11/12\) | \(3\) | \(11/36\) |
| \((0,1)\) | \(1/4\) | \(1\) | \(1/4\) |

Rescaling \(n\) leaves \(\alpha\) unchanged. The last row satisfies \(XKn=3n\) and attains the floor.

## The Lean file

```lean
import Mathlib

open Matrix

namespace KoopmansScreeningBound

variable {ι : Type*} [Fintype ι] [DecidableEq ι]

/-- The screened interaction `(K⁻¹ + X)⁻¹` for a bare kernel `K` and minus the
independent-particle response `X`; its domain is `K` and `K⁻¹ + X` invertible. -/
noncomputable def screened (K X : Matrix ι ι ℝ) : Matrix ι ι ℝ := (K⁻¹ + X)⁻¹

/-- The orbital screening coefficient: screened over bare self-interaction of the orbital
density `n`. Its domain is that of `screened`, with `n ⬝ᵥ K *ᵥ n` nonzero. -/
noncomputable def screeningCoeff (K X : Matrix ι ι ℝ) (n : ι → ℝ) : ℝ :=
  (n ⬝ᵥ screened K X *ᵥ n) / (n ⬝ᵥ K *ᵥ n)

/-- For positive definite `K` and positive semidefinite `X`, the screened interaction solves
the Dyson equation `W = K - K X W`. -/
theorem screened_dyson {K X : Matrix ι ι ℝ} (hK : K.PosDef) (hX : X.PosSemidef) :
    screened K X = K - K * X * screened K X := by
  have h1 : (K⁻¹ + X) * screened K X = 1 :=
    Matrix.mul_nonsing_inv _ (hK.inv.add_posSemidef hX).det_pos.ne'.isUnit
  have h2 : K * K⁻¹ = 1 := Matrix.mul_nonsing_inv _ hK.det_pos.ne'.isUnit
  calc screened K X = K * K⁻¹ * screened K X := by rw [h2, one_mul]
    _ = K * ((K⁻¹ + X) * screened K X) - K * X * screened K X := by noncomm_ring
    _ = K - K * X * screened K X := by rw [h1, mul_one]

/-- For a positive definite matrix `A`, every trial vector `y` gives a lower bound
`2 n·y - y·A y` on `n·A⁻¹ n`. -/
theorem trial_le_inverse_form {A : Matrix ι ι ℝ} (hA : A.PosDef) (n y : ι → ℝ) :
    2 * (n ⬝ᵥ y) - y ⬝ᵥ A *ᵥ y ≤ n ⬝ᵥ A⁻¹ *ᵥ n := by
  have hz : A *ᵥ (A⁻¹ *ᵥ n) = n := by
    rw [Matrix.mulVec_mulVec, Matrix.mul_nonsing_inv _ hA.det_pos.ne'.isUnit,
      Matrix.one_mulVec]
  have hT : Aᵀ = A := by
    rw [← Matrix.conjTranspose_eq_transpose_of_trivial]
    exact hA.isHermitian
  -- symmetry of `A` moves it from the trial vector to the optimal one
  have hs : (A⁻¹ *ᵥ n) ⬝ᵥ A *ᵥ y = n ⬝ᵥ y := by
    rw [Matrix.dotProduct_mulVec, ← Matrix.mulVec_transpose, hT, hz]
  -- the square around the optimal vector `A⁻¹ n` is nonnegative
  have h := hA.posSemidef.dotProduct_mulVec_nonneg (y - A⁻¹ *ᵥ n)
  rw [star_trivial, Matrix.mulVec_sub, hz, sub_dotProduct, dotProduct_sub, dotProduct_sub,
    hs, dotProduct_comm y n, dotProduct_comm (A⁻¹ *ᵥ n) n] at h
  linarith

/-- Inversion reverses the order of quadratic forms: for positive definite `A`, `B` and
`c > 0`, if `A ≤ c B` then `B⁻¹ ≤ c A⁻¹`. -/
theorem inverse_form_le {A B : Matrix ι ι ℝ} (hA : A.PosDef) (hB : B.PosDef) {c : ℝ}
    (hc : 0 < c) (h : ∀ y : ι → ℝ, y ⬝ᵥ A *ᵥ y ≤ c * (y ⬝ᵥ B *ᵥ y)) (n : ι → ℝ) :
    n ⬝ᵥ B⁻¹ *ᵥ n ≤ c * (n ⬝ᵥ A⁻¹ *ᵥ n) := by
  have hz : B *ᵥ (B⁻¹ *ᵥ n) = n := by
    rw [Matrix.mulVec_mulVec, Matrix.mul_nonsing_inv _ hB.det_pos.ne'.isUnit,
      Matrix.one_mulVec]
  -- trial vector `B⁻¹ n / c`
  have h1 := trial_le_inverse_form hA n (c⁻¹ • (B⁻¹ *ᵥ n))
  have h2 := h (c⁻¹ • (B⁻¹ *ᵥ n))
  simp only [Matrix.mulVec_smul, dotProduct_smul, smul_dotProduct, smul_eq_mul, hz] at h1 h2
  rw [dotProduct_comm (B⁻¹ *ᵥ n) n, mul_inv_cancel_left₀ hc.ne'] at h2
  have h3 : c⁻¹ * (n ⬝ᵥ B⁻¹ *ᵥ n) ≤ n ⬝ᵥ A⁻¹ *ᵥ n := by linarith
  calc n ⬝ᵥ B⁻¹ *ᵥ n = c * (c⁻¹ * (n ⬝ᵥ B⁻¹ *ᵥ n)) := (mul_inv_cancel_left₀ hc.ne' _).symm
    _ ≤ c * (n ⬝ᵥ A⁻¹ *ᵥ n) := mul_le_mul_of_nonneg_left h3 hc.le

/-- For positive definite `K` and positive semidefinite `X`, screening never increases the
self-interaction of a density. -/
theorem screened_le_bare {K X : Matrix ι ι ℝ} (hK : K.PosDef) (hX : X.PosSemidef)
    (n : ι → ℝ) : n ⬝ᵥ screened K X *ᵥ n ≤ n ⬝ᵥ K *ᵥ n := by
  have h := inverse_form_le hK.inv (hK.inv.add_posSemidef hX) one_pos (fun y => by
    have hx := hX.dotProduct_mulVec_nonneg y
    rw [star_trivial] at hx
    rw [Matrix.add_mulVec, dotProduct_add]
    linarith) n
  rw [Matrix.nonsing_inv_nonsing_inv _ hK.det_pos.ne'.isUnit, one_mul] at h
  exact h

/-- Let `K` be positive definite, `X` positive semidefinite and `b K⁻¹ - X` positive
semidefinite. Then the screened self-interaction of every density is at least the bare one
divided by `1 + b`. -/
theorem bare_div_le_screened {K X : Matrix ι ι ℝ} {b : ℝ} (hK : K.PosDef)
    (hX : X.PosSemidef) (hb : (b • K⁻¹ - X).PosSemidef) (n : ι → ℝ) :
    (n ⬝ᵥ K *ᵥ n) / (1 + b) ≤ n ⬝ᵥ screened K X *ᵥ n := by
  have hform : ∀ y : ι → ℝ, y ⬝ᵥ X *ᵥ y ≤ b * (y ⬝ᵥ K⁻¹ *ᵥ y) := fun y => by
    have h := hb.dotProduct_mulVec_nonneg y
    rw [star_trivial, Matrix.sub_mulVec, Matrix.smul_mulVec, dotProduct_sub,
      dotProduct_smul, smul_eq_mul] at h
    linarith
  by_cases hn : n = 0
  · simp [hn]
  -- a nonzero density forces `b ≥ 0`
  have hp := hK.inv.dotProduct_mulVec_pos hn
  have hx := hX.dotProduct_mulVec_nonneg n
  rw [star_trivial] at hp hx
  have hb0 : 0 ≤ b := nonneg_of_mul_nonneg_left (hx.trans (hform n)) hp
  have hc : 0 < 1 + b := by linarith
  have h := inverse_form_le (hK.inv.add_posSemidef hX) hK.inv hc (fun y => by
    rw [Matrix.add_mulVec, dotProduct_add]
    linarith [hform y]) n
  rw [Matrix.nonsing_inv_nonsing_inv _ hK.det_pos.ne'.isUnit] at h
  rw [div_le_iff₀ hc, mul_comm]
  exact h

/-- For positive definite `K`, positive semidefinite `X` and `b ≥ 0`, all nonzero densities
have screening coefficient at least `1 / (1 + b)` exactly when `b K⁻¹ - X` is positive
semidefinite. -/
theorem screeningCoeff_bound_iff {K X : Matrix ι ι ℝ} {b : ℝ} (hK : K.PosDef)
    (hX : X.PosSemidef) (hb : 0 ≤ b) :
    (∀ n : ι → ℝ, n ≠ 0 → 1 / (1 + b) ≤ screeningCoeff K X n) ↔
      (b • K⁻¹ - X).PosSemidef := by
  have hc : 0 < 1 + b := by linarith
  have hpos : ∀ n : ι → ℝ, n ≠ 0 → 0 < n ⬝ᵥ K *ᵥ n := fun n hn => by
    have h := hK.dotProduct_mulVec_pos hn
    rwa [star_trivial] at h
  have hA := hK.inv.add_posSemidef hX
  constructor
  · intro h
    -- the bound says `K ≤ (1 + b) W`; inverting it gives `K⁻¹ + X ≤ (1 + b) K⁻¹`
    have hKW : ∀ y : ι → ℝ, y ⬝ᵥ K *ᵥ y ≤ (1 + b) * (y ⬝ᵥ (K⁻¹ + X)⁻¹ *ᵥ y) := fun y => by
      by_cases hy : y = 0
      · simp [hy]
      have h1 := h y hy
      rw [screeningCoeff, screened, div_le_div_iff₀ hc (hpos y hy)] at h1
      linarith
    refine Matrix.PosSemidef.of_dotProduct_mulVec_nonneg ?_ fun y => ?_
    · rw [Matrix.IsHermitian, Matrix.conjTranspose_sub, Matrix.conjTranspose_smul,
        hK.inv.isHermitian.eq, hX.isHermitian.eq, star_trivial]
    · have h2 := inverse_form_le hK hA.inv hc hKW y
      rw [Matrix.nonsing_inv_nonsing_inv _ hA.det_pos.ne'.isUnit, Matrix.add_mulVec,
        dotProduct_add] at h2
      rw [star_trivial, Matrix.sub_mulVec, Matrix.smul_mulVec, dotProduct_sub,
        dotProduct_smul, smul_eq_mul]
      linarith
  · intro h n hn
    have h1 := bare_div_le_screened hK hX h n
    rw [div_le_iff₀ hc] at h1
    rw [screeningCoeff, div_le_div_iff₀ hc (hpos n hn)]
    linarith

/-- For positive definite `K` and positive semidefinite `X`, a nonzero density with
`X K n = b n` has screening coefficient `α` with `(1 + b) α = 1`. -/
theorem screeningCoeff_eigenmode {K X : Matrix ι ι ℝ} {b : ℝ} (hK : K.PosDef)
    (hX : X.PosSemidef) {n : ι → ℝ} (hn : n ≠ 0) (h : X *ᵥ (K *ᵥ n) = b • n) :
    (1 + b) * screeningCoeff K X n = 1 := by
  have hp := hK.dotProduct_mulVec_pos hn
  rw [star_trivial] at hp
  have h1 : (K⁻¹ + X) *ᵥ (K *ᵥ n) = (1 + b) • n := by
    rw [Matrix.add_mulVec, h, Matrix.mulVec_mulVec,
      Matrix.nonsing_inv_mul _ hK.det_pos.ne'.isUnit, Matrix.one_mulVec, add_smul, one_smul]
  -- apply the screened interaction to both sides
  have h2 : K *ᵥ n = (1 + b) • (screened K X *ᵥ n) := by
    rw [← Matrix.mulVec_smul, ← h1, Matrix.mulVec_mulVec, screened,
      Matrix.nonsing_inv_mul _ (hK.inv.add_posSemidef hX).det_pos.ne'.isUnit,
      Matrix.one_mulVec]
  have h3 : n ⬝ᵥ K *ᵥ n = (1 + b) * (n ⬝ᵥ screened K X *ᵥ n) := by
    conv_lhs => rw [h2]
    rw [dotProduct_smul, smul_eq_mul]
  rw [screeningCoeff, ← mul_div_assoc, ← h3, div_self hp.ne']

/-- The kernel `K = diag(2, 1)`, the response `X = diag(1, 3)` and `b = 3` meet the
positivity conditions of the screening bound. -/
theorem screening_bound_witness :
    (diagonal ![(2 : ℝ), 1]).PosDef ∧ (diagonal ![(1 : ℝ), 3]).PosSemidef ∧
      ((3 : ℝ) • (diagonal ![(2 : ℝ), 1])⁻¹ - diagonal ![(1 : ℝ), 3]).PosSemidef := by
  have hinv : (diagonal ![(2 : ℝ), 1])⁻¹ = diagonal ![(1 / 2 : ℝ), 1] := by
    apply Matrix.inv_eq_right_inv
    ext i j
    fin_cases i <;> fin_cases j <;> simp
  have hdiff : (3 : ℝ) • diagonal ![(1 / 2 : ℝ), 1] - diagonal ![(1 : ℝ), 3]
      = diagonal ![(1 / 2 : ℝ), 0] := by
    ext i j
    fin_cases i <;> fin_cases j <;> norm_num [Matrix.diagonal_apply]
  rw [hinv, hdiff, Matrix.posDef_diagonal_iff, Matrix.posSemidef_diagonal_iff,
    Matrix.posSemidef_diagonal_iff]
  refine ⟨fun i => ?_, fun i => ?_, fun i => ?_⟩ <;> fin_cases i <;> norm_num

end KoopmansScreeningBound
```

```lean
#print axioms KoopmansScreeningBound.screened_dyson
#print axioms KoopmansScreeningBound.screened_le_bare
#print axioms KoopmansScreeningBound.screeningCoeff_bound_iff
#print axioms KoopmansScreeningBound.screeningCoeff_eigenmode
```

```
'KoopmansScreeningBound.screened_dyson' depends on axioms: [propext, Classical.choice, Quot.sound]
'KoopmansScreeningBound.screened_le_bare' depends on axioms: [propext, Classical.choice, Quot.sound]
'KoopmansScreeningBound.screeningCoeff_bound_iff' depends on axioms: [propext, Classical.choice, Quot.sound]
'KoopmansScreeningBound.screeningCoeff_eigenmode' depends on axioms: [propext, Classical.choice, Quot.sound]
```

## From the square to the bounds in Lean

`trial_le_inverse_form` is the completed square. Its steps `hz` and `hs` are \(Az=n\) and \(z\cdot Ay=n\cdot y\), the latter by symmetry of \(A\). Positivity is applied to \(y-z\), and `linarith` rearranges the expanded result.

`inverse_form_le` inserts the trial vector `c⁻¹ • (B⁻¹ *ᵥ n)` into both the square and the assumed inequality. Combining them gives `h3`, which is then multiplied by \(c\).

`screened_le_bare` and `bare_div_le_screened` apply this lemma with the choices made above. In the second, `hform` translates the matrix condition into \(y\cdot Xy\le b\,y\cdot K^{-1}y\), the case \(n=0\) is split off, and `hb0` derives \(b\ge0\).

In `screeningCoeff_bound_iff`, the forward direction turns the bound on \(\alpha\) into `hKW`, inverts it with `inverse_form_le`, and checks symmetry separately, as `PosSemidef` demands. The backward direction divides `bare_div_le_screened` by \(n\cdot Kn>0\).

`screened_dyson` and `screeningCoeff_eigenmode` follow the matrix algebra given earlier. `screening_bound_witness` confirms the three positivity conditions for the diagonal example by computing the inverse and checking the diagonal entries.
